# Parity and triangle selection rules for integrals of three Legendre polynomials

To evaluate a Coulomb matrix element between atomic orbitals that are all centred on the same nucleus, one expands the electron repulsion in multipoles of order $c=0,1,2,\dots$ and has to decide where to stop. If all the orbitals have magnetic quantum number $m=0$, the angular integral for one electron, with orbital momenta $a$ and $b$, is proportional to

$$I_{abc}=\int_{-1}^{1}P_a(x)\,P_b(x)\,P_c(x)\,dx,\qquad x=\cos\theta .$$

This integral vanishes if $a+b+c$ is odd, or if one index exceeds the sum of the other two. The multipole sum is therefore finite: for two $p$ orbitals, $a=b=1$, only $c=0$ and $c=2$ can contribute.

## From the recursion to the selection rules

The polynomials are fixed by $P_0=1$, $P_1=x$ and, for $n\ge 0$,

$$(n+2)P_{n+2}=(2n+3)xP_{n+1}-(n+1)P_n .$$

**Ladder relations.** For every $n\ge0$,

$$\text{(A)}\;\; P_{n+1}'=xP_n'+(n+1)P_n,\qquad \text{(B)}\;\; xP_{n+1}'-P_n'=(n+1)P_{n+1}.$$

Both are immediate for $n=0$. Assume them for $n$, differentiate the recursion, and replace $P_n'$ using (B):

$$(n+2)P_{n+2}'=(n+2)xP_{n+1}'+\big[(2n+3)+(n+1)^2\big]P_{n+1}.$$

The bracket is $(n+2)^2$, so division by $n+2$ gives (A) for $n+1$. Multiply this new relation by $x$, then use (B) and (A) for $n$:

$$xP_{n+2}'=P_{n+1}'-(n+1)P_n+(2n+3)xP_{n+1}=P_{n+1}'+(n+2)P_{n+2},$$

which is (B) for $n+1$.

**Legendre's equation.** Let $Lp=((1-x^2)p')'$. Subtracting $x$ times (B) from (A) gives

$$(1-x^2)P_{n+1}'=(n+1)(P_n-xP_{n+1}).$$

Differentiating and using (B) again gives $LP_{n+1}=-(n+1)(n+2)P_{n+1}$. Since $LP_0=0$, we have $LP_n=-n(n+1)P_n$ for all $n$.

**Orthogonality.** For polynomials $p,q$,

$$(Lp)q-p(Lq)=\big[(1-x^2)(p'q-pq')\big]' .$$

The bracket vanishes at $x=\pm1$, so $\int (Lp)q=\int p(Lq)$ over $[-1,1]$. Take $p=P_n$, $q=x^k$ and write $M_k=\int_{-1}^1P_nx^k\,dx$. Because $Lx^k=k(k-1)x^{k-2}-k(k+1)x^k$,

$$(n-k)(n+k+1)\,M_k=-k(k-1)M_{k-2}.$$

The right side is zero for $k=0,1$. For $k<n$ the prefactor on the left is positive, so induction on $k$ gives $M_k=0$. Hence $P_n$ is orthogonal to every polynomial of degree less than $n$.

**The two rules.** By the recursion, $P_n$ has degree at most $n$, so $P_aP_b$ has degree at most $a+b$. If $c>a+b$, orthogonality gives $I_{abc}=0$, and the other two triangle cases follow by permuting the indices. The recursion also gives $P_n(-x)=(-1)^nP_n(x)$. Reflecting $x\mapsto-x$ therefore yields $I_{abc}=(-1)^{a+b+c}I_{abc}$, which is zero when $a+b+c$ is odd.

**Where the triangle rule stops.** The strict inequality $c>a+b$ can't be relaxed to $c\ge a+b$. For $a=b=1$, $c=2$,

$$\int_{-1}^1x^2\,\frac{3x^2-1}{2}\,dx=\frac{4}{15}\neq0 .$$

## Polynomials, integral and operator in Lean

```lean
import Mathlib

open Polynomial

namespace LegendreTripleProduct

noncomputable section
```

The type `ℝ[X]` contains real polynomials in the formal variable `X`, and `eval x` gives their value at a number. The definition solves the recursion for its highest member, with the index shifted as above.

```lean
/-- The Legendre polynomials, generated from `1` and `x` by the three-term recursion. -/
def legendreP : ℕ → ℝ[X]
  | 0 => 1
  | 1 => X
  | n + 2 => (1 / ((n : ℝ) + 2)) •
      ((2 * (n : ℝ) + 3) • (X * legendreP (n + 1)) - ((n : ℝ) + 1) • legendreP n)
```

`angInt` is the integral over $\cos\theta$. Making it a linear map lets later proofs move sums and constants through it.

```lean
/-- Integration of a polynomial in `x = cos θ` over `[-1, 1]`, as a linear functional. -/
def angInt : ℝ[X] →ₗ[ℝ] ℝ where
  toFun p := ∫ x in (-1 : ℝ)..1, p.eval x
  map_add' p q := by
    simp only [eval_add]
    exact intervalIntegral.integral_add (p.continuous.intervalIntegrable _ _)
      (q.continuous.intervalIntegrable _ _)
  map_smul' r p := by
    simp [eval_smul, intervalIntegral.integral_const_mul]
```

`legendreOp` is $L$, the polar part of the angular Laplacian.

```lean
/-- The polar part of the angular Laplacian, `p ↦ ((1 - x²) p')'`. -/
def legendreOp (p : ℝ[X]) : ℝ[X] := derivative ((1 - X ^ 2) * derivative p)
```

## The eigenvalue equation

`bonnet` clears the denominator in the definition.

```lean
/-- The Bonnet recursion `(n+2) P_(n+2) = (2n+3) x P_(n+1) - (n+1) P_n`. -/
theorem bonnet (n : ℕ) : ((n : ℝ[X]) + 2) * legendreP (n + 2) =
    (2 * (n : ℝ[X]) + 3) * (X * legendreP (n + 1)) - ((n : ℝ[X]) + 1) * legendreP n := by
  have hc : ((n : ℝ[X]) + 2) * C (1 / ((n : ℝ) + 2)) = 1 := by
    rw [show ((n : ℝ[X]) + 2) = C ((n : ℝ) + 2) by
      simp only [map_add, map_natCast, map_ofNat], ← C_mul,
      mul_one_div_cancel (by positivity), C_1]
  rw [legendreP]
  simp only [smul_eq_C_mul, map_add, map_mul, map_natCast, map_ofNat, map_one]
  linear_combination ((2 * (n : ℝ[X]) + 3) * (X * legendreP (n + 1))
    - ((n : ℝ[X]) + 1) * legendreP n) * hc
```

In the next proof `A` and `B` are the ladder relations for $n$, `hb` is the differentiated recursion, and `A2` is (A) for $n+1$. Each `linear_combination` lists the multiples of known equations that add up to the goal.

```lean
/-- The ladder relations `P_(n+1)' = x P_n' + (n+1) P_n` and
`x P_(n+1)' - P_n' = (n+1) P_(n+1)`. -/
theorem derivative_relations (n : ℕ) :
    derivative (legendreP (n + 1)) =
      X * derivative (legendreP n) + ((n : ℝ[X]) + 1) * legendreP n ∧
    X * derivative (legendreP (n + 1)) - derivative (legendreP n) =
      ((n : ℝ[X]) + 1) * legendreP (n + 1) := by
  induction n with
  | zero => simp [legendreP]
  | succ n ih =>
    obtain ⟨A, B⟩ := ih
    have hn : ((n : ℝ[X]) + 2) ≠ 0 := by
      have h : ((n + 2 : ℕ) : ℝ[X]) ≠ 0 := Nat.cast_ne_zero.2 (by omega)
      push_cast at h
      exact h
    -- differentiate the recursion and eliminate `P_n'`
    have hb := congrArg derivative (bonnet n)
    simp only [derivative_mul, derivative_sub, derivative_add, derivative_natCast,
      derivative_one, derivative_X, derivative_ofNat] at hb
    have A2 : derivative (legendreP (n + 2)) =
        X * derivative (legendreP (n + 1)) + ((n : ℝ[X]) + 2) * legendreP (n + 1) := by
      apply mul_left_cancel₀ hn
      linear_combination hb + ((n : ℝ[X]) + 1) * B
    rw [show n + 1 + 1 = n + 2 from rfl]
    push_cast
    exact ⟨by linear_combination A2, by linear_combination X * A2 + X * B - A - bonnet n⟩
```

Here `h` is the formula for $(1-x^2)P_{n+1}'$; one more derivative and (B) finish the argument.

```lean
/-- Legendre's equation: `((1 - x²) P_n')' = -n(n+1) P_n`. -/
theorem legendre_equation (n : ℕ) :
    legendreOp (legendreP n) = (-((n : ℝ) * ((n : ℝ) + 1))) • legendreP n := by
  cases n with
  | zero => simp [legendreOp, legendreP]
  | succ n =>
    obtain ⟨A, B⟩ := derivative_relations n
    have h : (1 - X ^ 2) * derivative (legendreP (n + 1)) =
        ((n : ℝ[X]) + 1) * (legendreP n - X * legendreP (n + 1)) := by
      linear_combination A - X * B
    rw [legendreOp, h]
    simp only [derivative_mul, derivative_sub, derivative_natCast,
      derivative_one, derivative_X, smul_eq_C_mul, map_neg, map_mul, map_add, map_natCast,
      map_one, Nat.cast_add, Nat.cast_one]
    linear_combination (-((n : ℝ[X]) + 1)) * B
```

## Symmetry and vanishing moments

The fundamental theorem of calculus enters as `ftc`, and `h` writes the difference of the two integrands as a total derivative.

```lean
/-- The operator `p ↦ ((1 - x²) p')'` is symmetric for integration over `[-1, 1]`. -/
theorem legendreOp_symmetric (p q : ℝ[X]) :
    angInt (legendreOp p * q) = angInt (p * legendreOp q) := by
  have ftc : ∀ u : ℝ[X], angInt (derivative u) = u.eval 1 - u.eval (-1) := by
    intro u
    have h := intervalIntegral.integral_eq_sub_of_hasDerivAt (a := -1) (b := 1)
      (f := fun x => u.eval x) (f' := fun x => (derivative u).eval x)
      (fun x _ => u.hasDerivAt x) ((derivative u).continuous.intervalIntegrable _ _)
    exact h
  -- the difference is a total derivative that vanishes at both end points
  have h : legendreOp p * q - p * legendreOp q =
      derivative ((1 - X ^ 2) * (derivative p * q - p * derivative q)) := by
    simp only [legendreOp, sq, derivative_mul, derivative_sub, derivative_one, derivative_X]
    ring
  rw [← sub_eq_zero, ← map_sub, h, ftc]
  simp
```

The hypothesis `q.degree < n` admits the zero polynomial, which is the only choice when $n=0$. In the proof, `hL` computes $Lx^k$ and `hm` is the strong induction on the moments. Subtraction of naturals stops at zero, so `k - 2` means $0$ for $k=0,1$; this is harmless because its coefficient vanishes there. The last lines expand `q` in powers of $x$.

```lean
/-- `P_n` is orthogonal on `[-1, 1]` to every polynomial of degree less than `n`. -/
theorem orthogonal_lower_degree (n : ℕ) (q : ℝ[X]) (hq : q.degree < n) :
    angInt (legendreP n * q) = 0 := by
  have hd : ∀ m : ℕ, derivative (X ^ (m + 1) : ℝ[X]) = ((m : ℝ[X]) + 1) * X ^ m := by
    intro m
    rw [derivative_X_pow]
    simp
  have hL : ∀ k : ℕ, legendreOp (X ^ k) = ((k : ℝ) * ((k : ℝ) - 1)) • X ^ (k - 2)
      - ((k : ℝ) * ((k : ℝ) + 1)) • X ^ k := by
    intro k
    rcases k with _ | _ | k
    · simp [legendreOp]
    · simp only [zero_add, pow_one, legendreOp, sq, derivative_X, mul_one,
        derivative_one, derivative_mul, smul_eq_C_mul, map_mul, map_sub, map_add, map_one,
        Nat.cast_one]
      ring
    · rw [legendreOp, hd (k + 1), show (1 - X ^ 2) * ((((k + 1 : ℕ) : ℝ[X]) + 1) * X ^ (k + 1))
        = ((k + 2 : ℕ) : ℝ[X]) * (X ^ (k + 1) - X ^ (k + 2 + 1)) by push_cast; ring,
        derivative_mul, derivative_natCast, derivative_sub, hd k, hd (k + 2),
        show k + 1 + 1 - 2 = k from rfl]
      simp only [smul_eq_C_mul, map_mul, map_sub, map_add, map_natCast, map_one]
      push_cast
      ring
  -- moments: symmetry relates the `k`-th moment to the `(k-2)`-th
  have hm : ∀ k : ℕ, k < n → angInt (legendreP n * X ^ k) = 0 := by
    intro k
    induction k using Nat.strong_induction_on with
    | _ k ih =>
      intro hk
      have h := legendreOp_symmetric (legendreP n) (X ^ k)
      rw [legendre_equation, hL, smul_mul_assoc, mul_sub (legendreP n), mul_smul_comm,
        mul_smul_comm] at h
      simp only [map_sub, map_smul, smul_eq_mul] at h
      have h0 : ((k : ℝ) * ((k : ℝ) - 1)) * angInt (legendreP n * X ^ (k - 2)) = 0 := by
        rcases k with _ | _ | k
        · simp
        · simp
        · rw [show k + 1 + 1 - 2 = k from rfl, ih k (by omega) (by omega), mul_zero]
      have hkn : (k : ℝ) < n := by exact_mod_cast hk
      have hpos : (0 : ℝ) < (n : ℝ) * (n + 1) - k * (k + 1) := by
        have h2 : (0 : ℝ) < (n : ℝ) + k + 1 := by positivity
        nlinarith [mul_pos (sub_pos.2 hkn) h2]
      have h3 : ((n : ℝ) * (n + 1) - k * (k + 1)) * angInt (legendreP n * X ^ k) = 0 := by
        linear_combination -h - h0
      exact (mul_eq_zero.1 h3).resolve_left hpos.ne'
  rw [q.as_sum_range_C_mul_X_pow, Finset.mul_sum, map_sum]
  refine Finset.sum_eq_zero fun i _ => ?_
  rw [← smul_eq_C_mul, mul_smul_comm, map_smul]
  by_cases hi : i < n
  · rw [hm i hi, smul_zero]
  · rw [(degree_lt_iff_coeff_zero q n).1 hq i (by omega), zero_smul]
```

## Reflection, degree and the final theorem

Both lemmas follow the recursion, each using the two preceding polynomials. An upper bound on the degree is sufficient here.

```lean
/-- Parity under reflection: `P_n(-x) = (-1)^n P_n(x)`. -/
theorem parity (x : ℝ) : ∀ n : ℕ,
    (legendreP n).eval (-x) = (-1) ^ n * (legendreP n).eval x
  | 0 => by simp [legendreP]
  | 1 => by simp [legendreP]
  | n + 2 => by
    rw [legendreP]
    simp only [eval_smul, eval_sub, eval_mul, eval_X, smul_eq_mul, parity x n,
      parity x (n + 1)]
    ring

/-- `P_n` has degree at most `n`. -/
theorem legendreP_natDegree_le : ∀ n : ℕ, (legendreP n).natDegree ≤ n
  | 0 => by simp [legendreP]
  | 1 => by simp [legendreP]
  | n + 2 => by
    have d0 := legendreP_natDegree_le n
    have d1 := legendreP_natDegree_le (n + 1)
    rw [natDegree_le_iff_coeff_eq_zero]
    intro k hk
    obtain ⟨m, rfl⟩ : ∃ m, k = m + 1 := ⟨k - 1, by omega⟩
    rw [legendreP]
    simp only [coeff_smul, coeff_sub, coeff_X_mul, smul_eq_mul]
    rw [coeff_eq_zero_of_natDegree_lt (p := legendreP (n + 1)) (by omega),
      coeff_eq_zero_of_natDegree_lt (p := legendreP n) (by omega)]
    simp
```

The final statement takes any three natural numbers, zero included. Its hypothesis `h` offers four alternatives: an odd sum, or a violation of the triangle condition by `c`, `a` or `b`. Any one of them makes the ordinary integral zero. In the proof, `tri` combines the degree bound with orthogonality, and `hI` rewrites the integral through `angInt`. The odd case compares the integral with its reflection; the other three apply `tri` after reordering the factors.

```lean
/-- Selection rules: the integral of `P_a P_b P_c` over `[-1, 1]` vanishes if `a + b + c` is
odd, or if one of the three indices exceeds the sum of the other two. -/
theorem triple_integral_eq_zero (a b c : ℕ)
    (h : Odd (a + b + c) ∨ a + b < c ∨ b + c < a ∨ c + a < b) :
    ∫ x in (-1 : ℝ)..1,
      (legendreP a).eval x * (legendreP b).eval x * (legendreP c).eval x = 0 := by
  -- a product of degree at most `i + j` is orthogonal to `P_k` for `k > i + j`
  have tri : ∀ i j k : ℕ, i + j < k →
      angInt (legendreP k * (legendreP i * legendreP j)) = 0 := by
    intro i j k hk
    refine orthogonal_lower_degree k _ ((degree_lt_iff_coeff_zero _ _).2 fun m hm => ?_)
    have h1 := legendreP_natDegree_le i
    have h2 := legendreP_natDegree_le j
    have h3 := natDegree_mul_le (p := legendreP i) (q := legendreP j)
    exact coeff_eq_zero_of_natDegree_lt (by omega)
  have hI : ∫ x in (-1 : ℝ)..1,
      (legendreP a).eval x * (legendreP b).eval x * (legendreP c).eval x =
      angInt (legendreP a * legendreP b * legendreP c) := by simp [angInt]
  rcases h with h | h | h | h
  · -- reflection `x ↦ -x` changes the sign of the integral
    have hp : (-1 : ℝ) ^ (a + b + c) = -1 := h.neg_one_pow
    have hr := intervalIntegral.integral_comp_neg (a := -1) (b := 1) (fun x : ℝ =>
      (legendreP a).eval x * (legendreP b).eval x * (legendreP c).eval x)
    have e : ∀ x : ℝ,
        (legendreP a).eval (-x) * (legendreP b).eval (-x) * (legendreP c).eval (-x) =
        -((legendreP a).eval x * (legendreP b).eval x * (legendreP c).eval x) := by
      intro x
      rw [parity, parity, parity]
      linear_combination
        ((legendreP a).eval x * (legendreP b).eval x * (legendreP c).eval x) * hp
    simp only [e, intervalIntegral.integral_neg, neg_neg] at hr
    linarith
  · rw [hI, ← tri a b c h]
    congr 1
    ring
  · rw [hI, ← tri b c a h]
    congr 1
    ring
  · rw [hI, ← tri c a b h]
    congr 1
    ring

end

end LegendreTripleProduct
```

```lean
#print axioms LegendreTripleProduct.triple_integral_eq_zero
```

```
'LegendreTripleProduct.triple_integral_eq_zero' depends on axioms: [propext, Classical.choice, Quot.sound]
```

The theorem concerns polynomials on an interval. To apply it to orbitals one must also identify $P_l(\cos\theta)$, up to normalisation, with the $m=0$ spherical harmonic of orbital momentum $l$. Nonzero magnetic quantum numbers need associated Legendre functions, and the theorem gives no values for the integrals that the rules allow.
